# Labelling the sites of a planar supercell by one linear integer label when the supercell matrix entries have no common factor

The sites of a planar lattice are pairs of integers `(x, y)`, and the supercell translations are the integer combinations of `(a, b)` and `(0, c)`. The theorem `exists_isSiteLabel` says that if the integers `a`, `b`, `c` have greatest common divisor 1, there are integers `u` and `v` such that two sites differ by a supercell translation exactly when `a * c` divides the difference of their values of `u x + v y`. Zero entries are allowed; if `a * c` is zero, the divisibility means that the two labels are equal. The proof treats `c = 0` separately, with the label `b x - a y` and a Bézout identity for `a` and `b`. For nonzero `c` it finds a `q` that makes `b - a * q` coprime to `c`, and uses the explicit label of `isSiteLabel_of_bezout`.

An attempt in Lean 4 with a fault in it:

```lean
import Mathlib

open Matrix

namespace ExistsIsSiteLabel

/-- The planar supercell matrix in lower triangular form; its columns `(a, b)` and `(0, c)` generate
the supercell translations. -/
def supercell (a b c : ℤ) : Matrix (Fin 2) (Fin 2) ℤ := !![a, 0; b, c]

/-- The superlattice: all integer combinations of the columns of the supercell matrix. -/
def superlattice (a b c : ℤ) : AddSubgroup (Fin 2 → ℤ) :=
  (LinearMap.range (supercell a b c).mulVecLin).toAddSubgroup

/-- The integer label `u x + v y` of the site `(x, y)`. -/
def label (u v : ℤ) (s : Fin 2 → ℤ) : ℤ := u * s 0 + v * s 1

/-- The label `u x + v y`, read modulo `a c`, is the same at two sites exactly when they differ
by a supercell translation. -/
def IsSiteLabel (a b c u v : ℤ) : Prop :=
  ∀ s t : Fin 2 → ℤ, s - t ∈ superlattice a b c ↔ a * c ∣ label u v s - label u v t

/-- A site belongs to the superlattice exactly when it is `m (a, b) + n (0, c)` for some
integers `m` and `n`. -/
theorem mem_superlattice (a b c : ℤ) (s : Fin 2 → ℤ) :
    s ∈ superlattice a b c ↔ ∃ m n : ℤ, s 0 = a * m ∧ s 1 = b * m + c * n := by
  unfold superlattice
  rw [Submodule.mem_toAddSubgroup, LinearMap.mem_range]
  constructor
  · rintro ⟨w, rfl⟩
    exact ⟨w 0, w 1, by simp [supercell, Matrix.mulVec, dotProduct, Fin.sum_univ_two],
      by simp [supercell, Matrix.mulVec, dotProduct, Fin.sum_univ_two]⟩
  · rintro ⟨m, n, h0, h1⟩
    refine ⟨![m, n], ?_⟩
    ext i
    fin_cases i <;> simp [supercell, Matrix.mulVec, dotProduct, Fin.sum_univ_two, h0, h1]

/-- If `a, b, c` have no common factor and `c` is nonzero, then some `b - a q` is coprime
to `c`. -/
theorem exists_coprime_shift {a b c : ℤ} (hc : c ≠ 0)
    (h : Int.gcd a (Int.gcd b c) = 1) : ∃ q : ℤ, IsCoprime (b - a * q) c := by
  -- `t` is the product of the primes that divide `c` but not `b`
  obtain ⟨t, ht⟩ : ∃ t : ℕ, ∀ p : ℕ, p.Prime → (p : ℤ) ∣ c →
      ((p : ℤ) ∣ (t : ℤ) ↔ ¬ (p : ℤ) ∣ b) := by
    refine ⟨∏ l ∈ c.natAbs.primeFactors.filter (fun l : ℕ => ¬ (l : ℤ) ∣ b), l, ?_⟩
    intro p hp hpc
    rw [Int.natCast_dvd_natCast]
    constructor
    · intro hd
      obtain ⟨l, hl, hpl⟩ := (Prime.dvd_finsetProd_iff hp.prime _).1 hd
      rw [Finset.mem_filter] at hl
      have hpe : p = l :=
        (Nat.prime_dvd_prime_iff_eq hp (Nat.prime_of_mem_primeFactors hl.1)).1 hpl
      rw [hpe]
      exact hl.2
    · intro hb
      have hpf : p ∈ c.natAbs.primeFactors :=
        Nat.mem_primeFactors.2 ⟨hp, Int.natCast_dvd.1 hpc, Int.natAbs_ne_zero.2 hc⟩
      have hm : p ∈ c.natAbs.primeFactors.filter (fun l : ℕ => ¬ (l : ℤ) ∣ b) :=
        Finset.mem_filter.2 ⟨hpf, hb⟩
      exact Finset.dvd_prod_of_mem (fun l : ℕ => l) hm
  refine ⟨t, ?_⟩
  rw [Int.isCoprime_iff_gcd_eq_one]
  by_contra hne
  obtain ⟨p, hp, hpd⟩ := Nat.exists_prime_and_dvd hne
  have hpx : (p : ℤ) ∣ b - a * t :=
    (Int.natCast_dvd_natCast.2 hpd).trans (Int.gcd_dvd_left ..)
  have hpc : (p : ℤ) ∣ c := (Int.natCast_dvd_natCast.2 hpd).trans (Int.gcd_dvd_right ..)
  have hpi : Prime (p : ℤ) := Nat.prime_iff_prime_int.1 hp
  by_cases hb : (p : ℤ) ∣ b
  · have hat := dvd_sub hb hpx
    rw [sub_sub_cancel] at hat
    rcases hpi.dvd_or_dvd hat with ha | hpt
    · have h1 := Int.dvd_coe_gcd ha (Int.dvd_coe_gcd hb hpc)
      rw [h] at h1
      exact hpi.not_isUnit (isUnit_of_dvd_one (by exact_mod_cast h1))
    · exact (ht p hp hpc).1 hpt hb
  · have h1 := dvd_add hpx (dvd_mul_of_dvd_right ((ht p hp hpc).2 hb) a)
    rw [sub_add_cancel] at h1
    exact hb h1

/-- An explicit label: if `r (b - a q) + c w = 1`, then `(1 + r a q) x - r a y` modulo `a c` is a
site label, and it equals 1 at the site `(1, q)`. -/
theorem isSiteLabel_of_bezout {a b c : ℤ} (q r w : ℤ) (h : r * (b - a * q) + c * w = 1) :
    IsSiteLabel a b c (1 + r * a * q) (-(r * a)) ∧
      label (1 + r * a * q) (-(r * a)) ![1, q] = 1 := by
  constructor
  · intro s t
    rw [mem_superlattice]
    simp only [label, Pi.sub_apply]
    constructor
    · rintro ⟨m, n, h0, h1⟩
      exact ⟨m * w - r * n, by
        linear_combination (1 + r * a * q) * h0 - r * a * h1 - a * m * h⟩
    · rintro ⟨k, hk⟩
      refine ⟨r * ((s 1 - t 1) - q * (s 0 - t 0)) + c * k,
        w * ((s 1 - t 1) - q * (s 0 - t 0)) - (b - a * q) * k, ?_, ?_⟩
      · linear_combination hk
      · linear_combination q * hk - ((s 1 - t 1) - q * (s 0 - t 0)) * h
  · simp [label]

/-- If `a`, `b` and `c` have greatest common divisor 1, the supercell has a site label. -/
theorem exists_isSiteLabel {a b c : ℤ} (h : Int.gcd a (Int.gcd b c) = 1) :
    ∃ u v : ℤ, IsSiteLabel a b c u v := by
  by_cases hc : c = 0
  · subst hc
    have hab : IsCoprime a b := Int.isCoprime_iff_gcd_eq_one.2 (by simpa using h)
    obtain ⟨p, q, hpq⟩ := hab
    refine ⟨b, -a, fun s t => ?_⟩
    rw [mem_superlattice, mul_zero, zero_dvd_iff]
    simp only [label, Pi.sub_apply]
    constructor
    · rintro ⟨m, n, h0, h1⟩
      linear_combination b * h0 - a * h1
    · intro h0
      refine ⟨p * (s 0 - t 0) + q * (s 1 - t 1), 0, ?_, ?_⟩
      · linear_combination q * h0 - (s 0 - t 0) * hpq
      · linear_combination -p * h0 - (s 1 - t 1) * hpq
  · obtain ⟨q, r, w, hrw⟩ := exists_coprime_shift hc h
    exact ⟨_, _, (isSiteLabel_of_bezout q r w (by linear_combination hrw)).1⟩

end ExistsIsSiteLabel
```

Compiling this gives:

```
Main.lean:107:67: error: Type mismatch: After simplification, term
  h
 has type
  a.gcd |b| = 1
but is expected to have type
  a.gcd b = 1
```

The error is in the case `c = 0`, where `h` says that the gcd of `a` and `Int.gcd b 0` is 1, and the goal is `a.gcd b = 1`. The inner gcd is the natural number `b.natAbs`, cast back to an integer. `simpa` simplifies this cast to `|b|`, but does not go on to remove the absolute value inside the outer gcd, so `h` and the goal do not match. The mathematics is sound, since a gcd does not depend on signs.

The repair rewrites `h` with `Int.gcd_zero_right` only, which leaves the second argument as the cast of `b.natAbs` and not as `|b|`. `Int.gcd` is defined through the `natAbs` of its arguments, and the `natAbs` of that cast reduces to `b.natAbs`. The two statements are therefore equal by definition, and Lean accepts `h` directly, without `simpa`.

Fix (accepted with no message):

```diff
@@ -105,5 +105,6 @@
   by_cases hc : c = 0
   · subst hc
-    have hab : IsCoprime a b := Int.isCoprime_iff_gcd_eq_one.2 (by simpa using h)
+    rw [Int.gcd_zero_right] at h
+    have hab : IsCoprime a b := Int.isCoprime_iff_gcd_eq_one.2 h
     obtain ⟨p, q, hpq⟩ := hab
     refine ⟨b, -a, fun s t => ?_⟩
```
